# Two levels of different energy coupled equally to one decay channel: above a threshold coupling, the slower decay rate falls towards zero

Put two levels at the same energy, zero, and let both decay with equal amplitudes into one broad, featureless channel. With coupling strength g > 0, the matrix that governs their amplitudes is

−ig [[1, 1], [1, 1]].

The state (1, 1)/√2 has eigenvalue −2ig and decays. The state (1, −1)/√2 has eigenvalue 0 and does not decay at all, because its two amplitudes cancel in the channel.

Now move the levels apart, to D and −D with D > 0. The splitting turns the dark state into the bright one,

diag(D, −D) (1, −1)/√2 = D (1, 1)/√2,

so the dark state can now leak out through the bright one. Take D = 4, in units with ħ = 1. At g = 5 the two amplitude decay rates are 8 and 2; at g = 8.5 they are 16 and 1. The stronger coupling has doubled one rate and halved the other, and their product has stayed at D² = 16. This is resonance trapping, and for this model it sets in at g = D.

```lean
import Mathlib

open Matrix Complex Filter Topology

namespace ResonanceTrapping

noncomputable section
```

## The effective Hamiltonian

For general D and g the matrix is

H = diag(D, −D) − ig [[1, 1], [1, 1]] = [[D − ig, −ig], [−ig, −D − ig]].

The anti-Hermitian part stands for a channel that has been eliminated. If each level couples to a broad, featureless continuum with matrix element V and density of states ρ, then g = πρ|V|², and a single level on its own would have amplitude decay rate g. The off-diagonal −ig is there because both levels feed the same channel. This form of H, with g independent of energy and no level shift from the continuum, is assumed here and not derived from a lead.

In Lean, `effH D g` is a complex 2×2 matrix built from two real parameters. Index 0 is the level at D and index 1 the level at −D.

```lean
/-- Effective Hamiltonian of two levels at `D` and `-D` that decay with equal amplitudes
into one shared channel, with coupling strength `g`. -/
def effH (D g : ℝ) : Matrix (Fin 2) (Fin 2) ℂ :=
  !![(D : ℂ), 0; 0, -(D : ℂ)] - (I * (g : ℂ)) • !![1, 1; 1, 1]
```

A resonance is a complex energy z for which some nonzero vector v satisfies Hv = zv. For a finite matrix these energies are the poles of the resolvent (z − H)⁻¹. The real part of z is the position of the resonance, and minus its imaginary part is the rate at which the amplitude decays.

```lean
/-- A complex energy `z` is a resonance if it is an eigenvalue of the effective Hamiltonian. -/
def IsResonance (D g : ℝ) (z : ℂ) : Prop :=
  ∃ v : Fin 2 → ℂ, v ≠ 0 ∧ effH D g *ᵥ v = z • v
```

With s = √(g² − D²), the two rates of the strongly coupled regime are

Γ₋ = g − s and Γ₊ = g + s.

They are real functions, `slowRate` and `fastRate`. Mathlib's real square root returns 0 for a negative argument, so for g² < D² both functions return g. That is still the amplitude decay rate of both resonances, as the weak-coupling case below shows, but the resonances then have nonzero real parts and are not −iΓ₋ and −iΓ₊. The two functions describe decay for g ≥ 0; a negative g would stand for growth.

```lean
/-- The smaller rate `g - √(g² - D²)`, for `|D| ≤ |g|`. -/
def slowRate (D g : ℝ) : ℝ := g - √(g ^ 2 - D ^ 2)

/-- The larger rate `g + √(g² - D²)`, for `|D| ≤ |g|`. -/
def fastRate (D g : ℝ) : ℝ := g + √(g ^ 2 - D ^ 2)
```

## From eigenvectors to a quadratic equation

A nonzero v with (H − z)v = 0 exists exactly when det(H − z) = 0. The determinant is

(D − ig − z)(−D − ig − z) − (−ig)² = (z + ig)² − D² − (ig)² = z² + 2igz − D².

The two terms (ig)² cancel, so the resonances are the roots of

z² + 2igz − D² = 0.

This holds for all real D and g. In the proof, `hdet` is the determinant calculation and `key` rewrites (H − z)v as Hv − zv. The equivalence between a vanishing determinant and a nonzero null vector is Mathlib's `Matrix.exists_mulVec_eq_zero_iff`.

```lean
/-- The resonances are the roots of the secular equation `z² + 2igz - D² = 0`. -/
theorem isResonance_iff (D g : ℝ) (z : ℂ) :
    IsResonance D g z ↔ z ^ 2 + 2 * I * g * z - (D : ℂ) ^ 2 = 0 := by
  have hdet : (effH D g - z • (1 : Matrix (Fin 2) (Fin 2) ℂ)).det
      = z ^ 2 + 2 * I * g * z - (D : ℂ) ^ 2 := by
    rw [Matrix.det_fin_two]
    simp [effH]
    ring
  have key : ∀ v : Fin 2 → ℂ, (effH D g - z • (1 : Matrix (Fin 2) (Fin 2) ℂ)) *ᵥ v
      = effH D g *ᵥ v - z • v := by
    intro v
    rw [Matrix.sub_mulVec, Matrix.smul_mulVec, Matrix.one_mulVec]
  rw [← hdet, ← Matrix.exists_mulVec_eq_zero_iff]
  simp only [IsResonance, key, sub_eq_zero]
```

## Weak coupling: both levels broaden alike

Completing the square gives (z + ig)² = D² − g². For 0 ≤ g ≤ D the right-hand side is not negative, and with r = √(D² − g²) the roots are

z = r − ig and z = −r − ig.

Both resonances decay at the amplitude rate g. In this regime a stronger coupling shortens both lifetimes, and the positions ±r move towards each other.

The Lean proof factors the quadratic as (z + ig − r)(z + ig + r) and sets each factor to zero. The factorisation is checked by `linear_combination`, the tactic that carries the algebra in most of what follows. To prove an equation, it is given a sum of known equations with coefficients, and it asks `ring` to confirm that the difference of the two sides of the goal equals the same combination of the differences in the known equations. This matters here because `ring` treats `I` as an unknown letter and does not use i² = −1. That relation has to be supplied as the equation `I_sq`. In the factorisation, left side minus right side is

−D² − i²g² + r²,

and the supplied combination is

−g²(i² + 1) + (r² − D² + g²).

The two agree as polynomials in i, g, D and r. The first bracket vanishes by `I_sq` and the second by the definition of r, which is the hypothesis `hr`. The coefficient −g² is thus the factor by which the relation i² + 1 = 0 is multiplied: it replaces the term −i²g² by g².

```lean
/-- Weak coupling, `0 ≤ g ≤ D`: the resonances are `±√(D² - g²) - ig`, so both have
the same imaginary part `-g`. -/
theorem resonances_weak {D g : ℝ} (hg : 0 ≤ g) (h : g ≤ D) (z : ℂ) :
    IsResonance D g z ↔
      z = (√(D ^ 2 - g ^ 2) : ℝ) - I * g ∨ z = -(√(D ^ 2 - g ^ 2) : ℝ) - I * g := by
  have hr : ((√(D ^ 2 - g ^ 2) : ℝ) : ℂ) ^ 2 = (D : ℂ) ^ 2 - (g : ℂ) ^ 2 := by
    exact_mod_cast Real.sq_sqrt (show 0 ≤ D ^ 2 - g ^ 2 by nlinarith)
  have hf : z ^ 2 + 2 * I * g * z - (D : ℂ) ^ 2
      = (z + I * g - (√(D ^ 2 - g ^ 2) : ℝ)) * (z + I * g + (√(D ^ 2 - g ^ 2) : ℝ)) := by
    linear_combination (-(g : ℂ) ^ 2) * I_sq + hr
  rw [isResonance_iff, hf, mul_eq_zero]
  constructor
  · rintro (h | h)
    · left; linear_combination h
    · right; linear_combination h
  · rintro (h | h)
    · left; linear_combination h
    · right; linear_combination h
```

## Strong coupling: two purely imaginary roots

For g ≥ D > 0 the square becomes (z + ig)² = −s², so z + ig = ±is, and the roots are

z = −i(g + s) = −iΓ₊ and z = −i(g − s) = −iΓ₋.

Both resonances now sit at energy zero, midway between the original levels, and differ only in their rates. Lean checks the equivalent factorisation (z + iΓ₊)(z + iΓ₋) in the same way as before. The statement is an "if and only if" for every complex z, so there are no other eigenvalues. It includes g = D, where the two roots coincide.

```lean
/-- Strong coupling, `0 < D ≤ g`: the resonances are purely imaginary and equal to
`-i` times the fast and the slow rate. -/
theorem resonances_strong {D g : ℝ} (hD : 0 < D) (h : D ≤ g) (z : ℂ) :
    IsResonance D g z ↔ z = -I * fastRate D g ∨ z = -I * slowRate D g := by
  have hs : ((√(g ^ 2 - D ^ 2) : ℝ) : ℂ) ^ 2 = (g : ℂ) ^ 2 - (D : ℂ) ^ 2 := by
    exact_mod_cast Real.sq_sqrt (show 0 ≤ g ^ 2 - D ^ 2 by nlinarith)
  have hf : z ^ 2 + 2 * I * g * z - (D : ℂ) ^ 2
      = (z + I * fastRate D g) * (z + I * slowRate D g) := by
    rw [fastRate, slowRate, Complex.ofReal_add, Complex.ofReal_sub]
    linear_combination
      (-((g : ℂ) ^ 2 - ((√(g ^ 2 - D ^ 2) : ℝ) : ℂ) ^ 2)) * I_sq - hs
  rw [isResonance_iff, hf, mul_eq_zero]
  constructor
  · rintro (h | h)
    · left; linear_combination h
    · right; linear_combination h
  · rintro (h | h)
    · left; linear_combination h
    · right; linear_combination h
```

## The product of the rates is fixed

The quadratic has constant term −D², which ties the two rates together:

Γ₋Γ₊ = (g − s)(g + s) = g² − s² = D².

Since g² − D² < g², we also have s < g, and therefore Γ₋ > 0. The trapped state still decays at every finite coupling.

```lean
/-- For `0 < D ≤ g` the slow rate is positive, and the product of the two rates is `D²`,
whatever the coupling. -/
theorem slowRate_pos_and_mul {D g : ℝ} (hD : 0 < D) (h : D ≤ g) :
    0 < slowRate D g ∧ slowRate D g * fastRate D g = D ^ 2 := by
  have hs := Real.sq_sqrt (show 0 ≤ g ^ 2 - D ^ 2 by nlinarith)
  have hlt : √(g ^ 2 - D ^ 2) < g :=
    (Real.sqrt_lt' (by linarith)).2 (by nlinarith)
  refine ⟨sub_pos.2 hlt, ?_⟩
  unfold slowRate fastRate
  linear_combination -hs
```

The fast rate grows with the coupling. If D ≤ a < b, then √(a² − D²) ≤ √(b² − D²), and adding a < b gives Γ₊(a) < Γ₊(b).

```lean
/-- For `D > 0` the fast rate strictly increases with the coupling on `g ≥ D`. -/
theorem fastRate_strictMonoOn {D : ℝ} (hD : 0 < D) :
    StrictMonoOn (fastRate D) (Set.Ici D) := by
  intro a ha b _ hab
  have ha' : D ≤ a := ha
  have hs : √(a ^ 2 - D ^ 2) ≤ √(b ^ 2 - D ^ 2) := Real.sqrt_le_sqrt (by nlinarith)
  unfold fastRate
  linarith
```

## The slow rate falls to zero

The product is constant and one factor grows, so the other must shrink. Suppose, for D ≤ a < b, that Γ₋(b) were at least Γ₋(a). Then

D² = Γ₋(a)Γ₊(a) ≤ Γ₋(b)Γ₊(a) < Γ₋(b)Γ₊(b) = D²,

which is impossible. For the limit, Γ₊ ≥ g gives

0 < Γ₋ = D²/Γ₊ ≤ D²/g,

and the right-hand side tends to zero as g grows.

The theorem collects three statements for a fixed D > 0. For every g > D, the resonances are exactly −iΓ₊ and −iΓ₋. The slow rate is strictly decreasing on [D, ∞), written `StrictAntiOn (slowRate D) (Set.Ici D)`. It tends to zero as g → ∞, written `Tendsto (slowRate D) atTop (𝓝 0)`. The strict decrease needs D ≠ 0: for D = 0 the slow rate is zero at every g ≥ 0, which is the dark state of the opening example.

In the proof of the strict decrease, `h1` and `h2` are the two inequalities in the chain above. In the proof of the limit, `squeeze_zero'` squeezes the slow rate between 0 and D²/g.

```lean
/-- Resonance trapping, for `D > 0`: at every coupling `g > D` the eigenvalues are
`-i(g + s)` and `-i(g - s)` with `s = √(g² - D²)`, and the rate `g - s` strictly decreases
on `g ≥ D` and tends to zero as `g` grows. -/
theorem resonance_trapping {D : ℝ} (hD : 0 < D) :
    (∀ g : ℝ, D < g → ∀ z : ℂ,
      IsResonance D g z ↔ z = -I * fastRate D g ∨ z = -I * slowRate D g) ∧
    StrictAntiOn (slowRate D) (Set.Ici D) ∧
    Tendsto (slowRate D) atTop (𝓝 0) := by
  refine ⟨fun g hg z => resonances_strong hD hg.le z, ?_, ?_⟩
  · -- the product of the rates is fixed and the fast one grows
    intro a ha b hb hab
    obtain ⟨pa, ma⟩ := slowRate_pos_and_mul hD ha
    obtain ⟨pb, mb⟩ := slowRate_pos_and_mul hD hb
    have hf := fastRate_strictMonoOn hD ha hb hab
    have hfa : 0 < fastRate D a := by
      have ha' : D ≤ a := ha
      have := Real.sqrt_nonneg (a ^ 2 - D ^ 2)
      unfold fastRate
      linarith
    by_contra hcon
    have h1 := mul_le_mul_of_nonneg_right (not_lt.1 hcon) hfa.le
    have h2 := mul_lt_mul_of_pos_left hf pb
    linarith
  · -- squeeze between 0 and D² / g
    have hlim : Tendsto (fun g : ℝ => D ^ 2 / g) atTop (𝓝 0) :=
      tendsto_const_nhds.div_atTop tendsto_id
    refine squeeze_zero' ?_ ?_ hlim
    · filter_upwards [eventually_ge_atTop D] with g hg
      exact (slowRate_pos_and_mul hD hg).1.le
    · filter_upwards [eventually_ge_atTop D] with g hg
      obtain ⟨p, m⟩ := slowRate_pos_and_mul hD hg
      rw [le_div_iff₀ (by linarith)]
      have h1 := mul_nonneg p.le (Real.sqrt_nonneg (g ^ 2 - D ^ 2))
      have h2 : slowRate D g * (g + √(g ^ 2 - D ^ 2)) = D ^ 2 := m
      linarith [mul_add (slowRate D g) g (√(g ^ 2 - D ^ 2))]
```

## At the threshold the eigenvectors merge

To see what happens at g = D, we need the action of H on the two amplitudes v₀ and v₁:

(Hv)₀ = (D − ig)v₀ − igv₁,
(Hv)₁ = −igv₀ + (−D − ig)v₁.

```lean
/-- The effective Hamiltonian acting on the two level amplitudes, written out. -/
theorem effH_mulVec (D g : ℝ) (v : Fin 2 → ℂ) :
    effH D g *ᵥ v = ![(D - I * g) * v 0 - I * g * v 1,
      -(I * g) * v 0 + (-D - I * g) * v 1] := by
  ext i
  fin_cases i <;> simp [effH, Matrix.mulVec, dotProduct, Fin.sum_univ_two]
  ring
```

At g = D the quadratic is (z + iD)² = 0, with the single root z = −iD. The first row of Hv = −iDv then reads

(D − iD)v₀ − iDv₁ = −iDv₀,

so Dv₀ = iDv₁ and v₀ = iv₁. The second row gives −iDv₀ = Dv₁, which is the same condition. Every eigenvector is therefore a multiple of the normalised vector (i, 1)/√2, with half the population on each level. A 2×2 matrix whose eigenvectors all lie on one line cannot be diagonalised, and such a coupling is called an exceptional point.

The Lean statement takes a nonzero v and an arbitrary z, and says that v is an eigenvector with eigenvalue z exactly when z = −iD and v₀ = iv₁. The forward direction takes the double root from the quadratic and the line from the first row. The converse checks both rows.

```lean
/-- Exceptional point `g = D > 0`: a nonzero `v` is an eigenvector with eigenvalue `z`
exactly when `z = -iD` and `v` lies on the single line `v₀ = i v₁`. -/
theorem exceptional_point {D : ℝ} (hD : 0 < D) {v : Fin 2 → ℂ} (hv : v ≠ 0) (z : ℂ) :
    effH D D *ᵥ v = z • v ↔ z = -I * D ∧ v 0 = I * v 1 := by
  constructor
  · intro h
    have hq := (isResonance_iff D D z).1 ⟨v, hv, h⟩
    -- the secular equation has a double root
    have hsq : (z + I * D) ^ 2 = 0 := by
      linear_combination hq + (D : ℂ) ^ 2 * I_sq
    have h1 : z + I * D = 0 := (pow_eq_zero_iff two_ne_zero).1 hsq
    have hz : z = -I * D := by linear_combination h1
    rw [effH_mulVec] at h
    have h0 : ((D : ℂ) - I * D) * v 0 - I * D * v 1 = z * v 0 := congrFun h 0
    have hD' : (D : ℂ) ≠ 0 := Complex.ofReal_ne_zero.2 hD.ne'
    refine ⟨hz, mul_left_cancel₀ hD' ?_⟩
    linear_combination h0 + v 0 * hz
  · rintro ⟨rfl, h⟩
    rw [effH_mulVec]
    ext i
    fin_cases i
    · show ((D : ℂ) - I * D) * v 0 - I * D * v 1 = -I * D * v 0
      linear_combination (D : ℂ) * h
    · show -(I * (D : ℂ)) * v 0 + (-D - I * D) * v 1 = -I * D * v 1
      linear_combination (-I * D) * h - D * v 1 * I_sq
```

## From eigenvalues to lifetimes

An eigenvalue −iΓ describes decay through the Schrödinger equation ψ′ = −iHψ, with ħ = 1. Let Hv = −iΓv and ψ(t) = exp(−Γt)v. Then

ψ′(t) = −Γψ(t) and −iHψ(t) = −i(−iΓ)ψ(t) = −Γψ(t),

so ψ is a solution. In Lean, `HasDerivAt` says that the derivative of this function at time t is −iHψ(t), for every real t. The proof differentiates the exponential, inserts the eigenvalue equation, and uses i² = −1 once more.

```lean
/-- If `v` is an eigenvector with eigenvalue `-iΓ`, then `exp(-Γt) v` solves the
Schrödinger equation `ψ' = -i H ψ` (with `ħ = 1`). -/
theorem eigenmode_decay {D g Γ : ℝ} {v : Fin 2 → ℂ}
    (hv : effH D g *ᵥ v = (-I * (Γ : ℂ)) • v) (t : ℝ) :
    HasDerivAt (fun τ : ℝ => ((Real.exp (-Γ * τ) : ℝ) : ℂ) • v)
      ((-I) • (effH D g *ᵥ (((Real.exp (-Γ * t) : ℝ) : ℂ) • v))) t := by
  have h1 : HasDerivAt (fun τ : ℝ => -Γ * τ) (-Γ) t := by
    simpa using (hasDerivAt_id t).const_mul (-Γ)
  refine (h1.exp.ofReal_comp.smul_const v).congr_deriv ?_
  rw [Matrix.mulVec_smul, hv, smul_smul, smul_smul]
  congr 1
  rw [Complex.ofReal_mul, Complex.ofReal_neg]
  linear_combination (-(((Real.exp (-Γ * t) : ℝ) : ℂ) * Γ)) * I_sq

end

end ResonanceTrapping
```

Applied to the slow eigenvector, this gives a state whose amplitude decays as exp(−Γ₋t). Its population decays as exp(−2Γ₋t), with lifetime 1/(2Γ₋), so beyond the threshold the lifetime grows with the coupling. A general initial state contains the fast mode as well, and that part is lost first.

For calculations of molecules or quantum dots attached to leads, the result is a caution against reading a long lifetime as a sign of weak contact, within a non-interacting model of two levels with equal couplings to one energy-independent channel. Unequal couplings, further levels or channels, and electron–electron interaction would each need a separate analysis.

```lean
#print axioms ResonanceTrapping.slowRate_pos_and_mul
#print axioms ResonanceTrapping.resonance_trapping
#print axioms ResonanceTrapping.exceptional_point
#print axioms ResonanceTrapping.eigenmode_decay
```

```
'ResonanceTrapping.slowRate_pos_and_mul' depends on axioms: [propext, Classical.choice, Quot.sound]
'ResonanceTrapping.resonance_trapping' depends on axioms: [propext, Classical.choice, Quot.sound]
'ResonanceTrapping.exceptional_point' depends on axioms: [propext, Classical.choice, Quot.sound]
'ResonanceTrapping.eigenmode_decay' depends on axioms: [propext, Classical.choice, Quot.sound]
```
